# Schur complements inherit the spectral bounds of a positive definite Hermitian matrix

For non-interacting electrons under a static perturbation, the part of an occupied orbital's first-order response that lies in the space of unoccupied states solves a linear equation in that space. In an orthonormal basis of that space, its matrix \(K\) is the matrix of the Hamiltonian minus the energy of the occupied orbital times the identity. Suppose that some of the basis functions, say approximate orbitals for the lowest unoccupied levels, are eliminated by a direct solve, and the smaller equation for the rest is given to an iterative solver. Is the smaller equation worse conditioned than the full one?

Write the amplitudes as \((x,y)\), with \(x\) eliminated and \(y\) kept, and

\[
K=\begin{pmatrix}A&B\\B^\dagger&D\end{pmatrix},\qquad S=D-B^\dagger A^{-1}B .
\]

The matrix of the reduced equation is the Schur complement \(S\). If \(K\) is Hermitian and \(m\|v\|^2\le\langle v,Kv\rangle\le M\|v\|^2\) for all \(v\), with \(m>0\), then \(S\) obeys the same two bounds. In the response problem \(m\) stands for the gap from the occupied level to the lowest unoccupied one, and \(M\) for the distance to the highest level that the basis contains.

The finite index types `p` and `q` label the eliminated and the kept basis functions; `ι` is any finite index type.

In Lean 4 with Mathlib:

```lean
import Mathlib

open Matrix

namespace SchurConditioning

noncomputable section

variable {ι p q : Type*} [Fintype ι] [Fintype p] [Fintype q] [DecidableEq p]
```

## Energy, norm and bounds

The quadratic form is

\[
E_K(v)=\operatorname{Re}\sum_i \overline{v_i}\,(Kv)_i .
\]

For Hermitian \(K\) the sum is already real, so taking the real part loses nothing.

```lean
/-- The quadratic form of a matrix `K` at the vector `v`: the real part of `⟨v, K v⟩`. -/
def energy (K : Matrix ι ι ℂ) (v : ι → ℂ) : ℝ := (star v ⬝ᵥ K *ᵥ v).re
```

The squared norm is \(\|v\|^2=\sum_i|v_i|^2\), which presumes an orthonormal basis; a non-orthogonal one would bring in an overlap matrix. It is defined explicitly because Mathlib's default norm on functions `ι → ℂ` is the largest modulus of a component.

```lean
/-- The squared norm of a vector of amplitudes. -/
def weight (v : ι → ℂ) : ℝ := ∑ i, ‖v i‖ ^ 2
```

The two-sided bound is a single property of a matrix, with \(m\) and \(M\) written `lo` and `hi`.

```lean
/-- The quadratic form of `K` lies between `lo` and `hi` times the squared norm. -/
def SpectralBounds (K : Matrix ι ι ℂ) (lo hi : ℝ) : Prop :=
  ∀ v, lo * weight v ≤ energy K v ∧ energy K v ≤ hi * weight v
```

Another way to model the bounds is to require that \(K-m\mathbb 1\) and \(M\mathbb 1-K\) be positive semidefinite in Mathlib's sense. That notion includes Hermiticity, so the separate Hermiticity hypothesis below would become redundant. In the version used here, the bounds alone constrain only the Hermitian part of a matrix.

The Schur complement is defined from the three blocks, with `Bᴴ` for \(B^\dagger\). Any energy shift is already contained in \(K\) and stays fixed.

```lean
/-- The Schur complement `D - B* A⁻¹ B` left after eliminating the block `A`,
for invertible `A`. -/
def schur (A : Matrix p p ℂ) (B : Matrix p q ℂ) (D : Matrix q q ℂ) : Matrix q q ℂ :=
  D - Bᴴ * A⁻¹ * B
```

## The eliminated block can be inverted

If \(v\neq0\), some component \(v_i\) is nonzero. Then \(|v_i|^2>0\), the other terms are nonnegative, and \(\|v\|^2>0\).

```lean
/-- A nonzero vector has positive squared norm. -/
theorem weight_pos {v : ι → ℂ} (hv : v ≠ 0) : 0 < weight v := by
  obtain ⟨i, hi⟩ := Function.ne_iff.mp hv
  have h : 0 < ‖v i‖ := norm_pos_iff.mpr hi
  exact Finset.sum_pos' (fun j _ => by positivity) ⟨i, Finset.mem_univ i, by positivity⟩
```

Now take a vector with no kept part, \(v=(x,0)\). Then \(Kv=(Ax,B^\dagger x)\), and the second component meets a zero in the scalar product:

\[
E_K(x,0)=E_A(x),\qquad \|(x,0)\|^2=\|x\|^2 .
\]

The bounds on \(K\) at this vector are therefore the bounds on \(A\) at \(x\). In the code `Sum.elim x 0` is the vector \((x,0)\), and `hE` and `hW` are the two equalities.

```lean
omit [DecidableEq p] in
/-- The eliminated block `A` obeys the same bounds as the full matrix. -/
theorem eliminated_block_bounds {A : Matrix p p ℂ} {B : Matrix p q ℂ} {D : Matrix q q ℂ}
    {lo hi : ℝ} (h : SpectralBounds (fromBlocks A B Bᴴ D) lo hi) :
    SpectralBounds A lo hi := by
  intro x
  have hE : energy (fromBlocks A B Bᴴ D) (Sum.elim x 0) = energy A x := by
    unfold energy
    congr 1
    simp [fromBlocks_mulVec, dotProduct, Fintype.sum_sum_type]
  have hW : weight (Sum.elim x (0 : q → ℂ)) = weight x := by
    simp [weight, Fintype.sum_sum_type]
  have := h (Sum.elim x 0)
  rwa [hE, hW] at this
```

If \(\det A\) were zero, there would be a \(v\ne0\) with \(Av=0\), hence \(E_A(v)=0\). But \(E_A(v)\ge m\|v\|^2>0\), a contradiction. The invertibility of \(A\) thus follows from the bounds and needs no assumption of its own.

```lean
/-- A matrix that satisfies `SpectralBounds` with `lo > 0` is invertible. -/
theorem isUnit_det_of_bounds {A : Matrix p p ℂ} {lo hi : ℝ} (hlo : 0 < lo)
    (h : SpectralBounds A lo hi) : IsUnit A.det := by
  rw [isUnit_iff_ne_zero]
  intro hdet
  obtain ⟨v, hv, h0⟩ := Matrix.exists_mulVec_eq_zero_iff.mpr hdet
  have hE : energy A v = 0 := by simp [energy, h0]
  have h1 := (h v).1
  have h2 := mul_pos hlo (weight_pos hv)
  linarith
```

## Completing the square

Expanding the full form gives

\[
E_K(x,y)=\operatorname{Re}\left[x^\dagger Ax+x^\dagger By+y^\dagger B^\dagger x+y^\dagger Dy\right].
\]

Put \(s=x+A^{-1}By\). Since \(A\) is Hermitian, so is \(A^{-1}\), and

\[
s^\dagger As=x^\dagger Ax+x^\dagger By+y^\dagger B^\dagger x+y^\dagger B^\dagger A^{-1}By .
\]

Subtracting leaves \(y^\dagger(D-B^\dagger A^{-1}B)y\), so

\[
E_K(x,y)=E_A(x+A^{-1}By)+E_S(y).
\]

Mathlib has the complex identity as `schur_complement_eq₁₁`; the proof takes its real part.

```lean
/-- Completing the square, for Hermitian invertible `A`: the full quadratic form is that of `A` at
the shifted vector `x + A⁻¹ B y` plus that of the Schur complement at `y`. -/
theorem energy_complete_square {A : Matrix p p ℂ} (B : Matrix p q ℂ) (D : Matrix q q ℂ)
    (hA : A.IsHermitian) (hdet : IsUnit A.det) (x : p → ℂ) (y : q → ℂ) :
    energy (fromBlocks A B Bᴴ D) (Sum.elim x y) =
      energy A (x + (A⁻¹ * B) *ᵥ y) + energy (schur A B D) y := by
  let := A.invertibleOfIsUnitDet hdet
  have h := schur_complement_eq₁₁ B D x y hA
  simp only [energy, schur, Matrix.dotProduct_mulVec]
  rw [← Complex.add_re]
  exact congrArg Complex.re h
```

## Both bounds pass to the Schur complement

Hermiticity of \(K\) makes \(A\) and \(D\) Hermitian, and then \(S^\dagger=D-B^\dagger A^{-1}B=S\).

For the lower bound, let the eliminated amplitudes relax to \(x=-A^{-1}By\). The square vanishes, and

\[
E_S(y)=E_K(x,y)\ge m\left(\|x\|^2+\|y\|^2\right)\ge m\|y\|^2 .
\]

For the upper bound, set \(x=0\). Because \(E_A\ge0\),

\[
E_S(y)\le E_A(A^{-1}By)+E_S(y)=E_K(0,y)\le M\|y\|^2 .
\]

The theorem takes Hermiticity, `0 < lo` and the bounds on the block matrix as hypotheses, and concludes that `schur A B D` is Hermitian with the same `lo` and `hi`. The two bullets in the proof are the two choices of \(x\), and `linarith` combines the inequalities.

```lean
/-- If a Hermitian block matrix has its quadratic form between `lo > 0` and `hi` times the
squared norm, its Schur complement is Hermitian and obeys the same two bounds. -/
theorem schur_bounds {A : Matrix p p ℂ} {B : Matrix p q ℂ} {D : Matrix q q ℂ} {lo hi : ℝ}
    (hK : (fromBlocks A B Bᴴ D).IsHermitian) (hlo : 0 < lo)
    (h : SpectralBounds (fromBlocks A B Bᴴ D) lo hi) :
    (schur A B D).IsHermitian ∧ SpectralBounds (schur A B D) lo hi := by
  obtain ⟨hA, -, -, hD⟩ := Matrix.isHermitian_fromBlocks_iff.mp hK
  have hAb := eliminated_block_bounds h
  have hdet := isUnit_det_of_bounds hlo hAb
  have hnn : ∀ v : p → ℂ, 0 ≤ weight v := fun v => Finset.sum_nonneg fun i _ => by positivity
  have hW : ∀ (x : p → ℂ) (y : q → ℂ), weight (Sum.elim x y) = weight x + weight y := by
    intro x y
    simp [weight, Fintype.sum_sum_type]
  refine ⟨hD.sub (isHermitian_conjTranspose_mul_mul B hA.inv), fun y => ⟨?_, ?_⟩⟩
  · -- the relaxed vector x = -A⁻¹ B y removes the square
    have h1 := (h (Sum.elim (-((A⁻¹ * B) *ᵥ y)) y)).1
    have h0 : energy A 0 = 0 := by simp [energy]
    rw [energy_complete_square B D hA hdet, neg_add_cancel, h0, hW] at h1
    have h2 := mul_nonneg hlo.le (hnn (-((A⁻¹ * B) *ᵥ y)))
    linarith
  · -- at x = 0 the square is nonnegative
    have h1 := (h (Sum.elim 0 y)).2
    have h0 : weight (0 : p → ℂ) = 0 := by simp [weight]
    rw [energy_complete_square B D hA hdet, hW, h0, zero_add, zero_add] at h1
    have h2 := (hAb ((A⁻¹ * B) *ᵥ y)).1
    have h3 := mul_nonneg hlo.le (hnn ((A⁻¹ * B) *ᵥ y))
    linarith
```

Positivity of \(m\) matters. Take \(A=\tfrac14\), \(B=1\), \(D=0\). The matrix

\[
K=\begin{pmatrix}\tfrac14&1\\1&0\end{pmatrix}
\]

satisfies the bounds with \(m=-1\) and \(M=2\), since \(K+\mathbb 1\) and \(2\cdot\mathbb 1-K\) both have positive diagonal entries and positive determinants. Yet \(S=0-4=-4\), far below \(-1\). This is the situation of a shift inside the spectrum, where a small \(A\) makes the correction \(B^\dagger A^{-1}B\) large.

## What this means for the condition number

Let \(Sy=\mu y\) with \(y\ne0\) and \(\mu\) real, as every eigenvalue of a Hermitian matrix is. Then \(E_S(y)=\mu\|y\|^2\), and dividing the bounds by \(\|y\|^2>0\) gives \(m\le\mu\le M\). The lemma holds for any matrix with such bounds.

```lean
/-- Bounds on the quadratic form are bounds on every real eigenvalue. -/
theorem eigenvalue_mem_bounds {S : Matrix ι ι ℂ} {lo hi μ : ℝ} {y : ι → ℂ}
    (h : SpectralBounds S lo hi) (hy : y ≠ 0) (hS : S *ᵥ y = (μ : ℂ) • y) :
    lo ≤ μ ∧ μ ≤ hi := by
  have hE : energy S y = μ * weight y := by
    unfold energy
    rw [hS, dotProduct_smul, smul_eq_mul, Complex.re_ofReal_mul]
    congr 1
    simp [dotProduct, weight, Complex.re_sum, Complex.sq_norm, Complex.normSq_apply]
  have hw := weight_pos hy
  have hb := h y
  rw [hE] at hb
  exact ⟨le_of_mul_le_mul_right hb.1 hw, le_of_mul_le_mul_right hb.2 hw⟩
```

For two eigenvalues \(\mu,\nu\) of \(S\) we have \(\mu\le M\) and \(\nu\ge m>0\), hence \(\mu m\le M\nu\), which is

\[
\frac{\mu}{\nu}\le\frac{M}{m}.
\]

With the largest eigenvalue as \(\mu\) and the smallest as \(\nu\), the left side is the condition number of \(S\). If \(m\) and \(M\) are chosen as the smallest and the largest eigenvalue of \(K\), the right side is the condition number of \(K\), so the reduced equation is never worse conditioned than the full one. For a finite, positive definite Hermitian response equation in exact arithmetic, a conjugate-gradient convergence estimate based on \(M/m\) carries over to the reduced equation. The cost of applying \(A^{-1}\) and the effect of a preconditioner are separate matters.

```lean
/-- If a Hermitian block matrix has its quadratic form between `lo > 0` and `hi` times the squared
norm, the ratio of any two eigenvalues of its Schur complement is at most `hi / lo`. -/
theorem schur_eigenvalue_ratio_le {A : Matrix p p ℂ} {B : Matrix p q ℂ} {D : Matrix q q ℂ}
    {lo hi μ ν : ℝ} {y z : q → ℂ}
    (hK : (fromBlocks A B Bᴴ D).IsHermitian) (hlo : 0 < lo)
    (h : SpectralBounds (fromBlocks A B Bᴴ D) lo hi)
    (hy : y ≠ 0) (hμ : schur A B D *ᵥ y = (μ : ℂ) • y)
    (hz : z ≠ 0) (hν : schur A B D *ᵥ z = (ν : ℂ) • z) :
    μ / ν ≤ hi / lo := by
  have hS := (schur_bounds hK hlo h).2
  obtain ⟨h1, h2⟩ := eigenvalue_mem_bounds hS hy hμ
  obtain ⟨h3, -⟩ := eigenvalue_mem_bounds hS hz hν
  rw [div_le_div_iff₀ (hlo.trans_le h3) hlo]
  exact mul_le_mul h2 h3 hlo.le (by linarith)
```

## The reduced equation has the same solutions

With sources \(a\) and \(b\), the full equation reads

\[
Ax+By=a,\qquad B^\dagger x+Dy=b .
\]

The first row gives \(x=A^{-1}(a-By)\). Inserting this in the second gives

\[
Sy=b-B^\dagger A^{-1}a .
\]

Conversely, if \(y\) solves the reduced equation and \(x\) is computed by back-substitution, both rows hold. Only the invertibility of \(A\) is used, so the equivalence needs neither Hermiticity nor bounds.

In the proof, `hS` expands \(Sy\) and `hB` expands \(B^\dagger x\) after back-substitution. The two directions then treat the rows separately, as above.

```lean
/-- For invertible `A`, the full linear equation with sources `a`, `b` is equivalent to the
reduced equation for `y` together with back-substitution for `x`. -/
theorem solve_iff_schur {A : Matrix p p ℂ} (B : Matrix p q ℂ) (D : Matrix q q ℂ)
    (hdet : IsUnit A.det) (x a : p → ℂ) (y b : q → ℂ) :
    fromBlocks A B Bᴴ D *ᵥ Sum.elim x y = Sum.elim a b ↔
      x = A⁻¹ *ᵥ (a - B *ᵥ y) ∧ schur A B D *ᵥ y = b - Bᴴ *ᵥ (A⁻¹ *ᵥ a) := by
  have hS : schur A B D *ᵥ y = D *ᵥ y - Bᴴ *ᵥ (A⁻¹ *ᵥ (B *ᵥ y)) := by
    simp only [schur, Matrix.sub_mulVec, Matrix.mulVec_mulVec, Matrix.mul_assoc]
  have hB : x = A⁻¹ *ᵥ (a - B *ᵥ y) →
      Bᴴ *ᵥ x = Bᴴ *ᵥ (A⁻¹ *ᵥ a) - Bᴴ *ᵥ (A⁻¹ *ᵥ (B *ᵥ y)) := by
    intro hx
    rw [hx, Matrix.mulVec_sub, Matrix.mulVec_sub]
  rw [fromBlocks_mulVec, Sum.elim_comp_inl, Sum.elim_comp_inr, hS]
  constructor
  · intro h
    have h1 : A *ᵥ x + B *ᵥ y = a := funext fun i => congrFun h (Sum.inl i)
    have h2 : Bᴴ *ᵥ x + D *ᵥ y = b := funext fun j => congrFun h (Sum.inr j)
    have hx : x = A⁻¹ *ᵥ (a - B *ᵥ y) := by
      rw [← h1, add_sub_cancel_right, Matrix.mulVec_mulVec, Matrix.nonsing_inv_mul _ hdet,
        Matrix.one_mulVec]
    rw [hB hx] at h2
    exact ⟨hx, by linear_combination h2⟩
  · rintro ⟨hx, hy⟩
    have h1 : A *ᵥ x + B *ᵥ y = a := by
      rw [hx, Matrix.mulVec_mulVec, Matrix.mul_nonsing_inv _ hdet, Matrix.one_mulVec,
        sub_add_cancel]
    have h2 : Bᴴ *ᵥ x + D *ᵥ y = b := by
      rw [hB hx]
      linear_combination hy
    rw [h1, h2]
```

## Two coupled levels

Take \(A=D=2\) and \(B=1\), with one amplitude on each side. Then \(E_K(x,y)=2|x|^2+2|y|^2+2\operatorname{Re}(\bar xy)\), and

\[
E_K-\left(|x|^2+|y|^2\right)=|x+y|^2\ge0,\qquad
3\left(|x|^2+|y|^2\right)-E_K=|x-y|^2\ge0 .
\]

So the bounds hold with \(m=1\) and \(M=3\), while \(S=2-\tfrac12=\tfrac32\) lies between them. The proof hands `nlinarith` the squares of the real and imaginary parts of \(x\pm y\), and computes the Schur complement from the inverse \(\tfrac12\) of \(A\).

```lean
/-- The matrix with diagonal entries 2 and coupling 1 is Hermitian with bounds 1 and 3, and
its Schur complement is the number 3/2. -/
theorem schur_bounds_witness :
    (fromBlocks !![(2 : ℂ)] !![(1 : ℂ)] !![(1 : ℂ)]ᴴ !![(2 : ℂ)]).IsHermitian ∧
    SpectralBounds (fromBlocks !![(2 : ℂ)] !![(1 : ℂ)] !![(1 : ℂ)]ᴴ !![(2 : ℂ)]) 1 3 ∧
    schur !![(2 : ℂ)] !![(1 : ℂ)] !![(2 : ℂ)] = !![(3 / 2 : ℂ)] := by
  have h2 : (!![(2 : ℂ)]).IsHermitian :=
    Matrix.IsHermitian.ext fun i j => by fin_cases i; fin_cases j; simp
  refine ⟨Matrix.isHermitian_fromBlocks_iff.mpr
    ⟨h2, rfl, conjTranspose_conjTranspose _, h2⟩, fun v => ?_, ?_⟩
  · simp [energy, weight, dotProduct, Matrix.mulVec, Fintype.sum_sum_type, Complex.sq_norm,
      Complex.normSq_apply]
    constructor <;>
    nlinarith [sq_nonneg ((v (Sum.inl 0)).re + (v (Sum.inr 0)).re),
      sq_nonneg ((v (Sum.inl 0)).im + (v (Sum.inr 0)).im),
      sq_nonneg ((v (Sum.inl 0)).re - (v (Sum.inr 0)).re),
      sq_nonneg ((v (Sum.inl 0)).im - (v (Sum.inr 0)).im)]
  · have hinv : (!![(2 : ℂ)])⁻¹ = !![(1 / 2 : ℂ)] :=
      Matrix.inv_eq_right_inv (by ext i j; fin_cases i; fin_cases j; simp)
    rw [schur, hinv]
    ext i j
    fin_cases i
    fin_cases j
    norm_num [Matrix.mul_apply]

end

end SchurConditioning
```

```lean
#print axioms SchurConditioning.schur_bounds
-- 'SchurConditioning.schur_bounds' depends on axioms: [propext, Classical.choice, Quot.sound]
#print axioms SchurConditioning.schur_eigenvalue_ratio_le
-- 'SchurConditioning.schur_eigenvalue_ratio_le' depends on axioms: [propext, Classical.choice, Quot.sound]
#print axioms SchurConditioning.solve_iff_schur
-- 'SchurConditioning.solve_iff_schur' depends on axioms: [propext, Classical.choice, Quot.sound]
```
